# The Jacobi iteration matrix averages nearest neighbours on a finite grid with zero walls

The setting is a one-dimensional grid with `N` interior points, numbered 1 to `N`, and walls at 0 and `N + 1`, where the real function `f` vanishes. The Jacobi iteration matrix has entries 1/2 between neighbouring interior points and 0 elsewhere. The lemma says that applying it to the interior values of `f` replaces each one by the average of the values at the two adjacent grid points, a wall counting as a neighbour with value zero. The attempt writes this average as a sum over all grid points, walls included, and removes the two wall terms. It then compares what remains, term by term, with the matrix-vector product.

The failing Lean file:

```lean
import Mathlib

open Matrix

namespace JacobiPoisson

noncomputable section

/-- The Jacobi iteration matrix: 1/2 between nearest neighbours and 0 elsewhere. -/
def jacobi (N : ℕ) : Matrix (Fin N) (Fin N) ℝ :=
  Matrix.of fun i j => if i.val + 1 = j.val ∨ j.val + 1 = i.val then 1 / 2 else 0

/-- On a grid function that vanishes at both walls, the Jacobi iteration matrix replaces each value
by the average of its two neighbours. -/
theorem jacobi_mulVec_apply {N : ℕ} (f : ℕ → ℝ) (h0 : f 0 = 0) (hN : f (N + 1) = 0)
    (i : Fin N) :
    (jacobi N *ᵥ fun j => f (j.val + 1)) i = (f i.val + f (i.val + 2)) / 2 := by
  have hi := i.isLt
  have m1 : i.val ∈ Finset.range (N + 1 + 1) := Finset.mem_range.2 (by omega)
  have m2 : i.val + 2 ∈ Finset.range (N + 1 + 1) := Finset.mem_range.2 (by omega)
  -- sum over all grid points, walls included
  have key : ∑ m ∈ Finset.range (N + 1 + 1), ((if m = i.val then f m / 2 else 0)
      + (if m = i.val + 2 then f m / 2 else 0)) = (f i.val + f (i.val + 2)) / 2 := by
    rw [Finset.sum_add_distrib, Finset.sum_ite_eq', Finset.sum_ite_eq', if_pos m1, if_pos m2]
    ring
  -- the walls contribute nothing
  rw [Finset.sum_range_succ, Finset.sum_range_succ'] at key
  simp only [h0, hN, zero_div, ite_self, add_zero] at key
  rw [Finset.sum_range] at key
  rw [← key]
  refine Finset.sum_congr rfl fun j _ => ?_
  simp only [jacobi, Matrix.of_apply]
  by_cases h1 : j.val + 1 = i.val
  · have h2 : ¬ (j.val + 1 = i.val + 2) := by omega
    rw [if_pos (Or.inr h1), if_pos h1, if_neg h2]
    ring
  · by_cases h2 : i.val + 1 = j.val
    · have h3 : j.val + 1 = i.val + 2 := by omega
      rw [if_pos (Or.inl h2), if_neg h1, if_pos h3]
      ring
    · have h3 : ¬ (j.val + 1 = i.val + 2) := by omega
      have h4 : ¬ (i.val + 1 = j.val ∨ j.val + 1 = i.val) := by omega
      rw [if_neg h4, if_neg h1, if_neg h3]
      ring

end

end JacobiPoisson
```

Compiling this gives:

```
Main.lean:31:9: error: typeclass instance problem is stuck
  AddCommMonoid ?m.257

Note: Lean will not try to resolve this typeclass instance problem because the type argument to `AddCommMonoid` is a metavariable. This argument must be fully determined before Lean will try to resolve the typeclass.

Hint: Adding type annotations and supplying implicit arguments to functions can give Lean more information for typeclass resolution. For example, if you have a variable `x` that you intend to be a `Nat`, but Lean reports it as having an unresolved type like `?m`, replacing `x` with `(x : Nat)` can get typeclass resolution un-stuck.
```

The error is at `Finset.sum_congr`, which proves two finite sums equal by matching their terms. Lean needs an `AddCommMonoid` instance for the type in which the sums take their values, but that type was still the unknown `?m.257`, so the instance search could not start.

After `rw [← key]` the right side of the goal is an explicit sum, but the left side is still `(jacobi N *ᵥ fun j => f (j.val + 1)) i`. This is a sum only once the definition of the matrix-vector product is unfolded. As it stood, the goal did not have the form "sum = sum" that `Finset.sum_congr` expects, and Lean did not settle the type by matching the two.

The added `change` restates the left side as `∑ j : Fin N, jacobi N i j * f (j.val + 1)`, which Lean accepts because it is equal to the product by definition. The `_` leaves the right side as it was. Both sides are now visibly sums of real numbers, so the type is known and `Finset.sum_congr` applies. The term-by-term argument that follows is unchanged.

After these edits no error is left:

```diff
@@ -29,4 +29,5 @@
   rw [Finset.sum_range] at key
   rw [← key]
+  change ∑ j : Fin N, jacobi N i j * f (j.val + 1) = _
   refine Finset.sum_congr rfl fun j _ => ?_
   simp only [jacobi, Matrix.of_apply]
```
